# Solvability fixes the power of r in the exponential tail of the radial Dirac–Coulomb equations

Inward integration of the radial Dirac equations needs values of both components at some large r. Suppose they are taken from a tail e^(−Lr) r^s with a guessed power s. The leading order accepts any guess. The first correction in 1/r, however, comes from two linear equations with a singular matrix, and for a wrong s these have no solution. The right s makes them solvable, and for one electron in a pure Coulomb potential the tail coefficients can then be computed one after another to supply starting values.

## The equations order by order

Let P and Q be the large and small radial components, k the relativistic angular quantum number and z the Coulomb strength. The constants a and b contain the energy:

P′ = −(k/r)P + (a + z/r)Q

Q′ = (k/r)Q + (b − z/r)P

Insert P = e^(−Lr) Σ pₙ r^(s−n) and Q = e^(−Lr) Σ qₙ r^(s−n), with n = 0, 1, 2, … The power r^s gives

Lp₀ + aq₀ = 0 and bp₀ + Lq₀ = 0.

The power r^(s−n−1) gives, with σ = s − n,

Lpₙ₊₁ + aqₙ₊₁ = (σ+k)pₙ − zqₙ

bpₙ₊₁ + Lqₙ₊₁ = (σ−k)qₙ + zpₙ.

`OrderEq` is this last pair, with primes marking the next coefficients. `Compatible` relates its right-hand sides, and `IsTailSeries` collects the leading equations and all later orders. All parameters are real numbers, so k need not be an integer.

In Lean 4 with Mathlib:

```lean
import Mathlib

namespace DiracRadialTail

noncomputable section

variable {L a b k z s : ℝ}

/-- The two equations that link the coefficients `p, q` of `exp(-L r) r^σ` in the radial Dirac
components to the coefficients `p', q'` of `exp(-L r) r^(σ-1)`. -/
def OrderEq (L a b k z σ p q p' q' : ℝ) : Prop :=
  L * p' + a * q' = (σ + k) * p - z * q ∧ b * p' + L * q' = (σ - k) * q + z * p

/-- The compatibility relation between the right-hand sides of the two order equations. -/
def Compatible (L a k z σ p q : ℝ) : Prop :=
  L * ((σ + k) * p - z * q) = a * ((σ - k) * q + z * p)

/-- The coefficients `p n, q n` of `exp(-L r) r^(s-n)` solve the radial Dirac equations
`P' = -(k/r) P + (a + z/r) Q`, `Q' = (k/r) Q + (b - z/r) P` formally, order by order. -/
def IsTailSeries (L a b k z s : ℝ) (p q : ℕ → ℝ) : Prop :=
  (L * p 0 + a * q 0 = 0 ∧ b * p 0 + L * q 0 = 0) ∧
    ∀ n : ℕ, OrderEq L a b k z (s - n) (p n) (q n) (p (n + 1)) (q (n + 1))
```

`IsTailSeries` is a condition on coefficients; convergence of the series, and the error of a truncated one at finite r, are separate questions.

The next two definitions give the recursion that is derived below under L ≠ 0.

```lean
/-- The formula for the next large-component coefficient, computed from compatible `p, q` at order
`n`, for `a, L ≠ 0`, `L² = ab` and `2Ls = z(a-b)`, when order `n+1` is to be compatible. -/
def stepP (L a k z s p q : ℝ) (n : ℕ) : ℝ :=
  -((L * z + a * (s - (n + 1) - k)) * ((s - n + k) * p - z * q)) / (2 * a * L * (n + 1))

/-- The formula for the next small-component coefficient, computed from compatible `p, q` at order
`n`, for `a, L ≠ 0`, `L² = ab` and `2Ls = z(a-b)`, when order `n+1` is to be compatible. -/
def stepQ (L a k z s p q : ℝ) (n : ℕ) : ℝ :=
  ((s - n + k) * p - z * q - L * stepP L a k z s p q n) / a
```

## L² = ab and a ≠ 0: a decay rate that makes the matrix singular

The condition L² = ab ties the decay rate to the energy. It is what allows the leading equations a nonzero solution. It also makes the matrix with rows (L, a) and (b, L) singular. Write R and S for the two right-hand sides. Multiplying the first equation by L gives

LR = L²pₙ₊₁ + aLqₙ₊₁ = a(bpₙ₊₁ + Lqₙ₊₁) = aS,

so LR = aS is necessary. It is also sufficient: pₙ₊₁ = 0, qₙ₊₁ = R/a solves the first equation, and a times the second then reads LR = aS.

The proof does the same. The first direction is one `linear_combination` in which `hL` replaces L² by ab; the second supplies the same solution and cancels a.

```lean
/-- For `a ≠ 0` and `L² = ab`, the equations of one order can be solved for the next
coefficients exactly when their right-hand sides are compatible. -/
theorem order_solvable_iff (ha : a ≠ 0) (hL : L ^ 2 = a * b) (σ p q : ℝ) :
    (∃ p' q', OrderEq L a b k z σ p q p' q') ↔ Compatible L a k z σ p q := by
  constructor
  · rintro ⟨p', q', h1, h2⟩
    unfold Compatible
    linear_combination (-L) * h1 + a * h2 + p' * hL
  · intro h
    unfold Compatible at h
    have e : a * (((σ + k) * p - z * q) / a) = (σ + k) * p - z * q :=
      mul_div_cancel₀ _ ha |> fun _ => by field_simp
    refine ⟨0, ((σ + k) * p - z * q) / a, ?_, ?_⟩
    · linear_combination e
    · apply mul_left_cancel₀ ha
      linear_combination L * e + h
```

If L² ≠ ab, the matrix is invertible and the next order can be solved for every s, but the leading equations then leave only p₀ = q₀ = 0, so there is no tail. If a = 0, then L = 0 as well. Both sides of LR = aS vanish and the relation says nothing, yet the first equation still demands R = 0.

## p₀ ≠ 0: r^s is the leading power

This hypothesis says that the tail really starts at r^s. Put n = 0 in LR = aS and use aq₀ = −Lp₀ and Lq₀ = −bp₀:

L(s+k)p₀ + zbp₀ = −L(s−k)p₀ + azp₀.

The terms with k cancel, leaving

2Ls p₀ = z(a−b) p₀.

Dividing by p₀ gives the power condition 2Ls = z(a−b). In the proof, `mul_left_cancel₀ hp` is that division.

```lean
/-- If the leading coefficients obey both leading-order equations and `p ≠ 0`, compatibility
at the power `r^s` is the condition `2Ls = z(a-b)`. -/
theorem compatible_leading_iff {p q : ℝ} (hp : p ≠ 0) (h1 : L * p + a * q = 0)
    (h2 : b * p + L * q = 0) :
    Compatible L a k z s p q ↔ 2 * L * s = z * (a - b) := by
  unfold Compatible
  constructor
  · intro h
    apply mul_left_cancel₀ hp
    linear_combination h + z * h2 + (s - k) * h1
  · intro h
    linear_combination p * h - z * h2 - (s - k) * h1
```

With p₀ = 0 the leading equations give q₀ = 0 when a ≠ 0. Both right-hand sides then vanish, and p₁ = q₁ = 0 is a solution for every s.

## q₀ = −Lp₀/a: the component ratio at large r

This ratio is the first leading equation solved for q₀. The second follows from L² = ab, since aLq₀ = −L²p₀ = −abp₀.

```lean
/-- For `a ≠ 0` and `L² = ab`, the ratio `q = -Lp/a` solves both leading-order equations. -/
theorem leading_equations {p q : ℝ} (ha : a ≠ 0) (hL : L ^ 2 = a * b)
    (hq : q = -L * p / a) : L * p + a * q = 0 ∧ b * p + L * q = 0 := by
  have h := (eq_div_iff ha).1 hq
  refine ⟨by linear_combination h, ?_⟩
  apply mul_left_cancel₀ ha
  linear_combination L * h - p * hL
```

With another ratio the answer changes. For q₀ = 0, z = 0 and L ≠ 0, compatibility gives s = −k instead of s = 0, which differs whenever k ≠ 0.

Chaining the two equivalences gives the first-order result. The existential `∃ p₁ q₁` expresses solvability. Positive a, b and L describe a decaying bound-state tail, but the signs are not needed; negative L gives the growing solution.

```lean
/-- For `a ≠ 0`, `L² = ab`, `p₀ ≠ 0` and `q₀ = -Lp₀/a`, the next-order equations are solvable
if and only if the asymptotic power `s` satisfies `2Ls = z(a-b)`. -/
theorem next_order_solvable_iff {p₀ q₀ : ℝ} (ha : a ≠ 0) (hL : L ^ 2 = a * b)
    (hp : p₀ ≠ 0) (hq : q₀ = -L * p₀ / a) :
    (∃ p₁ q₁, OrderEq L a b k z s p₀ q₀ p₁ q₁) ↔ 2 * L * s = z * (a - b) := by
  obtain ⟨h1, h2⟩ := leading_equations ha hL hq
  exact (order_solvable_iff ha hL s p₀ q₀).trans (compatible_leading_iff hp h1 h2)
```

## L ≠ 0: an exponential that fixes every coefficient

L = 0 is the threshold where the exponential disappears. For L ≠ 0 the power condition determines s, and the recursion can continue. The equations of order n determine (pₙ₊₁, qₙ₊₁) only up to an added multiple of (a, −L), and compatibility of order n+1 removes that freedom. To see this, insert aqₙ₊₁ = R − Lpₙ₊₁ into that compatibility relation, multiply by a, and use L² = ab:

a[2L(s−n−1) − z(a−b)] pₙ₊₁ = [Lz + a(s−n−1−k)] R.

By the power condition the left bracket is −2L(n+1), so

pₙ₊₁ = −[Lz + a(s−n−1−k)] R / (2aL(n+1))

qₙ₊₁ = (R − Lpₙ₊₁)/a.

These are `stepP` and `stepQ`. In `step_iff`, `hd` states that the denominator is nonzero, and the `linear_combination` steps carry out the elimination in both directions.

```lean
/-- Let `a, L ≠ 0`, `L² = ab`, `2Ls = z(a-b)`, and let order `n` be compatible. Then solving
order `n` and keeping order `n+1` compatible fixes the next coefficients uniquely. -/
theorem step_iff (ha : a ≠ 0) (hL0 : L ≠ 0) (hL : L ^ 2 = a * b)
    (hs : 2 * L * s = z * (a - b)) (n : ℕ) {p q p' q' : ℝ}
    (hC : Compatible L a k z (s - n) p q) :
    (OrderEq L a b k z (s - n) p q p' q' ∧ Compatible L a k z (s - (n + 1)) p' q') ↔
      p' = stepP L a k z s p q n ∧ q' = stepQ L a k z s p q n := by
  have hn : (n : ℝ) + 1 ≠ 0 := by positivity
  have hd : 2 * a * L * ((n : ℝ) + 1) ≠ 0 :=
    mul_ne_zero (mul_ne_zero (mul_ne_zero two_ne_zero ha) hL0) hn
  unfold Compatible at hC ⊢
  constructor
  · rintro ⟨⟨h1, _⟩, hX⟩
    have hp : p' = stepP L a k z s p q n := by
      unfold stepP
      rw [eq_div_iff hd]
      linear_combination (-a) * hX + a * p' * hs + z * p' * hL
        - (L * z + a * (s - (n + 1) - k)) * h1
    refine ⟨hp, ?_⟩
    unfold stepQ
    rw [← hp, eq_div_iff ha]
    linear_combination h1
  · rintro ⟨hp, hq⟩
    unfold stepQ at hq
    rw [← hp, eq_div_iff ha] at hq
    unfold stepP at hp
    rw [eq_div_iff hd] at hp
    refine ⟨⟨by linear_combination hq, ?_⟩, ?_⟩
    · apply mul_left_cancel₀ ha
      linear_combination L * hq + hC - p' * hL
    · apply mul_left_cancel₀ ha
      linear_combination (-1 : ℝ) * hp + a * p' * hs + z * p' * hL
        - (L * z + a * (s - (n + 1) - k)) * hq
```

For all orders, a given series is compatible everywhere because each order is solved. Conversely, induction passes compatibility from n to n+1 along the recursion. The hypothesis a ≠ 0 now follows from L ≠ 0 and L² = ab.

```lean
/-- For `L ≠ 0`, `L² = ab` and `p 0 ≠ 0`, a series solves the radial Dirac equations to all
orders exactly when `2Ls = z(a-b)`, `q 0 = -L p 0 / a`, and the explicit recursion holds. -/
theorem isTailSeries_iff {p q : ℕ → ℝ} (hL0 : L ≠ 0) (hL : L ^ 2 = a * b) (hp : p 0 ≠ 0) :
    IsTailSeries L a b k z s p q ↔
      2 * L * s = z * (a - b) ∧ q 0 = -L * p 0 / a ∧
        ∀ n, p (n + 1) = stepP L a k z s (p n) (q n) n ∧
          q (n + 1) = stepQ L a k z s (p n) (q n) n := by
  have ha : a ≠ 0 := by
    rintro rfl
    exact pow_ne_zero 2 hL0 (by rw [hL, zero_mul])
  constructor
  · rintro ⟨⟨h1, h2⟩, h⟩
    -- every order is solvable, hence compatible
    have hC : ∀ n : ℕ, Compatible L a k z (s - n) (p n) (q n) := fun n =>
      (order_solvable_iff ha hL _ _ _).1 ⟨_, _, h n⟩
    have hC0 := hC 0
    rw [Nat.cast_zero, sub_zero] at hC0
    have hs := (compatible_leading_iff hp h1 h2).1 hC0
    refine ⟨hs, ?_, fun n => ?_⟩
    · rw [eq_div_iff ha]
      linear_combination h1
    · have hC1 := hC (n + 1)
      rw [Nat.cast_add, Nat.cast_one] at hC1
      exact (step_iff ha hL0 hL hs n (hC n)).1 ⟨h n, hC1⟩
  · rintro ⟨hs, hq, h⟩
    obtain ⟨h1, h2⟩ := leading_equations ha hL hq
    -- the recursion hands compatibility on from order to order
    have hC : ∀ n : ℕ, Compatible L a k z (s - n) (p n) (q n) := by
      intro n
      induction n with
      | zero =>
        rw [Nat.cast_zero, sub_zero]
        exact (compatible_leading_iff hp h1 h2).2 hs
      | succ n ih =>
        rw [Nat.cast_add, Nat.cast_one]
        exact ((step_iff ha hL0 hL hs n ih).2 (h n)).2
    exact ⟨⟨h1, h2⟩, fun n => ((step_iff ha hL0 hL hs n (hC n)).2 (h n)).1⟩
```

At L = b = z = 0 with a ≠ 0, the power condition holds for every s. But then aq₁ = (s+k)p₀ and (s−1−k)q₁ = 0, so a series with p₀ ≠ 0 requires s = −k or s = k+1.

## c ≠ 0: the power in atomic units

Let c be the speed of light, Z the nuclear charge and E the energy including the rest energy c². Then a = c + E/c, b = c − E/c and z = Z/c, so a − b = 2E/c and

s = ZE/(c²L).

The hypothesis c ≠ 0 permits these divisions, and L ≠ 0 with L² = ab places E strictly between −c² and c². E need not be an eigenvalue, because only the tail is considered. The proof rewrites the power condition in these units, then builds the series by running the recursion from p₀.

```lean
/-- In atomic units, with `a = c + E/c`, `b = c - E/c`, `z = Z/c`, `L² = ab` and `c, L ≠ 0`,
a series with given `p₀ ≠ 0` exists exactly for the power `s = ZE/(c²L)`. -/
theorem coulomb_power {c E Z p₀ : ℝ} (hc : c ≠ 0) (hL0 : L ≠ 0)
    (hL : L ^ 2 = (c + E / c) * (c - E / c)) (hp : p₀ ≠ 0) :
    (∃ p q : ℕ → ℝ, p 0 = p₀ ∧ IsTailSeries L (c + E / c) (c - E / c) k (Z / c) s p q) ↔
      s = Z * E / (c ^ 2 * L) := by
  have key : 2 * L * s = Z / c * ((c + E / c) - (c - E / c)) ↔ s = Z * E / (c ^ 2 * L) := by
    have e : Z / c * ((c + E / c) - (c - E / c)) = 2 * L * (Z * E / (c ^ 2 * L)) := by
      field_simp
      ring
    rw [e]
    exact mul_right_inj' (mul_ne_zero two_ne_zero hL0)
  rw [← key]
  constructor
  · rintro ⟨p, q, h0, h⟩
    exact ((isTailSeries_iff hL0 hL (by rwa [h0])).1 h).1
  · intro hs
    -- run the recursion from the leading coefficients
    let f : ℕ → ℝ × ℝ := fun n => Nat.rec (p₀, -L * p₀ / (c + E / c))
      (fun n x => (stepP L (c + E / c) k (Z / c) s x.1 x.2 n,
        stepQ L (c + E / c) k (Z / c) s x.1 x.2 n)) n
    exact ⟨fun n => (f n).1, fun n => (f n).2, rfl,
      (isTailSeries_iff hL0 hL hp).2 ⟨hs, rfl, fun n => ⟨rfl, rfl⟩⟩⟩

end

end DiracRadialTail
```

```lean
#print axioms DiracRadialTail.next_order_solvable_iff
-- 'DiracRadialTail.next_order_solvable_iff' depends on axioms: [propext, Classical.choice, Quot.sound]
#print axioms DiracRadialTail.coulomb_power
-- 'DiracRadialTail.coulomb_power' depends on axioms: [propext, Classical.choice, Quot.sound]
```
